# The Kulik–Omelyanchuk current–phase relation as an average of Andreev channel currents over T = 1/cosh²x

A diffusive wire between two superconductors has many channels with sample-dependent transmissions, and the closed formula for its supercurrent computed here rests on a definite rule for them. The setting is a wire with highly transparent contacts to two superconductors of equal gap Δ, at zero temperature and without magnetic field. The wire is short compared with the coherence length √(ħD/Δ), where D is its diffusion constant and ħ the reduced Planck constant. The rule adopted here replaces the sum over channels by an integral. A real parameter x labels the channels, channel x has transmission T(x) = 1/cosh²x, and x is weighted uniformly on (0, ∞). This is the bimodal transmission distribution of a disordered many-channel conductor much longer than its mean free path and much shorter than its localisation length, with many nearly closed channels (large x) and a group of nearly open ones (small x). It enters as a definition and is not derived from a disorder model. With p the phase difference across the junction, the result for every p with cos(p/2) ≠ 0 is

    ∫₀^∞ T(x) sin p / (4 √(1 − T(x) sin²(p/2))) dx = ½ cos(p/2) artanh(sin(p/2)).

```lean
import Mathlib

open Real Set Filter Topology MeasureTheory

namespace DiffusiveJosephson

noncomputable section
```

## Channels, Andreev levels and currents

The transmission of channel x comes first.

```lean
/-- Transmission `1 / cosh² x` of the channel with parameter `x`. -/
def transmission (x : ℝ) : ℝ := 1 / cosh x ^ 2
```

In a junction short compared with the superconducting coherence length, with equal gaps Δ on both sides, a channel of transmission T carries a pair of Andreev levels ±E. In units of Δ,

    E(T, p) = √(1 − T sin²(p/2)).

```lean
/-- Andreev level, in units of the gap, of a channel of transmission `T` at phase `p`. -/
def andreevEnergy (T p : ℝ) : ℝ := √(1 - T * sin (p / 2) ^ 2)
```

At zero temperature the lower level is occupied and the channel current is proportional to −∂E/∂p. From E² = 1 − T sin²(p/2) one has 2E ∂E/∂p = −T sin(p/2) cos(p/2) = −½ T sin p, so

    j(T, p) = T sin p / (4 E(T, p)),

in units of 2eΔ/ħ, with e the elementary charge, ħ the reduced Planck constant, and each channel counted once for both spin directions. The file takes this expression as the definition of `channelCurrent`, with `T` and `p` arbitrary reals.

```lean
/-- Supercurrent `T sin p / (4 E)` of a channel of transmission `T` at phase `p`. -/
def channelCurrent (T p : ℝ) : ℝ := T * sin p / (4 * andreevEnergy T p)
```

The junction current is J(p) = ∫₀^∞ j(T(x), p) dx, a Lebesgue integral over `Ioi 0`, the open half-line x > 0. The density of channels per unit x is set to one; any other constant density multiplies J.

```lean
/-- Supercurrent of the diffusive junction: the channel current integrated over `x > 0`. -/
def diffusiveCurrent (p : ℝ) : ℝ := ∫ x in Ioi (0 : ℝ), channelCurrent (transmission x) p
```

Write s = sin(p/2) and c = cos(p/2) from here on. The candidate antiderivative, as a function of an upper cutoff L on x, is

    W(L) = (c/2) arsinh(s tanh L / |c|).

```lean
/-- The function `(c / 2) arsinh (s tanh L / |c|)` with `s = sin (p/2)`, `c = cos (p/2)`. -/
def windowCurrent (p L : ℝ) : ℝ :=
  cos (p / 2) / 2 * arsinh (sin (p / 2) * tanh L / |cos (p / 2)|)
```

The inverse hyperbolic tangent is defined by its logarithm, artanh y = ½ log((1 + y)/(1 − y)), under the name `atanh`. When c ≠ 0 one has |s| < 1, so the argument of the logarithm at y = s is positive.

```lean
/-- The inverse hyperbolic tangent `(1/2) log ((1 + y) / (1 - y))`. -/
def atanh (y : ℝ) : ℝ := 1 / 2 * log ((1 + y) / (1 - y))
```

## The total transmission is one

With tanh = sinh/cosh and sinh² = cosh² − 1,

    1 − tanh²x = 1 − (cosh²x − 1)/cosh²x = T(x),

so 0 < T(x) ≤ 1: positivity because cosh x > 0, the upper bound because tanh²x ≥ 0.

```lean
/-- The transmission equals `1 - tanh² x` and lies in `(0, 1]`. -/
theorem transmission_facts (x : ℝ) :
    transmission x = 1 - tanh x ^ 2 ∧ 0 < transmission x ∧ transmission x ≤ 1 := by
  have hc := cosh_pos x
  have h : transmission x = 1 - tanh x ^ 2 := by
    rw [transmission, tanh_eq_sinh_div_cosh, div_pow, sinh_sq, sub_div,
      div_self (pow_ne_zero 2 hc.ne')]
    ring
  exact ⟨h, div_pos one_pos (pow_pos hc 2), by rw [h]; linarith [sq_nonneg (tanh x)]⟩
```

The quotient rule gives (tanh x)′ = (cosh²x − sinh²x)/cosh²x = T(x). The step `h1` replaces the numerator by one.

```lean
/-- The transmission is the derivative of `tanh`. -/
theorem hasDerivAt_tanh_transmission (x : ℝ) : HasDerivAt tanh (transmission x) x := by
  have h := (hasDerivAt_sinh x).fun_div (hasDerivAt_cosh x) (cosh_pos x).ne'
  have e : tanh = fun y => sinh y / cosh y := funext tanh_eq_sinh_div_cosh
  have h1 : cosh x * cosh x - sinh x * sinh x = 1 := by
    linear_combination cosh_sq_sub_sinh_sq x
  rw [h1] at h
  rw [e]
  exact h
```

Dividing numerator and denominator of tanh by eˣ gives

    tanh x = (1 − e^(−2x)) / (1 + e^(−2x)) → 1 as x → ∞.

The proof takes the limit of the right-hand side, written with `exp (-x) ^ 2`, and then identifies it with tanh using eˣ e^(−x) = 1.

```lean
/-- `tanh x` tends to one as `x → ∞`. -/
theorem tendsto_tanh_one : Tendsto tanh atTop (𝓝 1) := by
  have h0 : Tendsto (fun x : ℝ => exp (-x)) atTop (𝓝 0) := tendsto_exp_neg_atTop_nhds_zero
  have h1 : Tendsto (fun x : ℝ => (1 - exp (-x) ^ 2) / (1 + exp (-x) ^ 2)) atTop
      (𝓝 (((1 : ℝ) - 0 ^ 2) / (1 + 0 ^ 2))) :=
    ((h0.pow 2).const_sub 1).div ((h0.pow 2).const_add 1) (by norm_num)
  have h2 : ((1 : ℝ) - 0 ^ 2) / (1 + 0 ^ 2) = 1 := by norm_num
  rw [h2] at h1
  refine h1.congr fun x => ?_
  have h : exp x * exp (-x) = 1 := by rw [← exp_add]; simp
  have a : 1 + exp (-x) ^ 2 ≠ 0 := by positivity
  have b : (exp x + exp (-x)) / 2 ≠ 0 := by positivity
  rw [tanh_eq_sinh_div_cosh, sinh_eq, cosh_eq, div_eq_div_iff a b]
  linear_combination (-exp (-x)) * h
```

A non-negative derivative of a function with a finite limit is integrable on the half-line, and the fundamental theorem of calculus gives

    ∫₀^∞ T(x) dx = 1 − tanh 0 = 1.

Since the normal-state conductance G is 2e²/h times the sum of the transmissions (h = 2πħ), J is the current per conductance quantum. For a junction of conductance G the result then reads I = (πΔG/e) c artanh s.

```lean
/-- The transmission is integrable over `x > 0` with integral one. -/
theorem transmission_average :
    IntegrableOn transmission (Ioi 0) ∧ ∫ x in Ioi (0 : ℝ), transmission x = 1 := by
  have hi : IntegrableOn transmission (Ioi 0) :=
    integrableOn_Ioi_deriv_of_nonneg' (fun x _ => hasDerivAt_tanh_transmission x)
      (fun x _ => (transmission_facts x).2.1.le) tendsto_tanh_one
  have h := integral_Ioi_of_hasDerivAt_of_tendsto'
    (fun x _ => hasDerivAt_tanh_transmission x) hi tendsto_tanh_one
  rw [tanh_zero, sub_zero] at h
  exact ⟨hi, h⟩
```

## The levels stay between |cos(p/2)| and the gap

For 0 ≤ T ≤ 1,

    (1 − T s²) − c² = (1 − T) s² ≥ 0   and   1 − T s² ≤ 1,

hence |c| ≤ E(T, p) ≤ 1. The two `nlinarith` calls receive the products (1 − T)s² and T s² as hints. The lowest possible level, |c|, belongs to the fully open channel T = 1.

```lean
/-- For `0 ≤ T ≤ 1` the Andreev level lies between `|cos (p/2)|` and the gap. -/
theorem energy_bounds {T : ℝ} (h0 : 0 ≤ T) (h1 : T ≤ 1) (p : ℝ) :
    |cos (p / 2)| ≤ andreevEnergy T p ∧ andreevEnergy T p ≤ 1 := by
  refine ⟨Real.abs_le_sqrt ?_, Real.sqrt_le_iff.2 ⟨zero_le_one, ?_⟩⟩
  · nlinarith [sin_sq_add_cos_sq (p / 2),
      mul_nonneg (sub_nonneg.2 h1) (sq_nonneg (sin (p / 2)))]
  · nlinarith [mul_nonneg h0 (sq_nonneg (sin (p / 2)))]
```

## An antiderivative of the channel current

Assume c ≠ 0. Substituting T = 1 − tanh²x into the level gives

    E² = 1 − s² + s² tanh²x = c² + (s tanh x)²,

which is `hE2`. Put u = s tanh x / |c|. Then 1 + u² = (E/|c|)², which is `hq`, and u′ = s T/|c|, which is `h1`. Since (arsinh u)′ = u′/√(1 + u²) and E/|c| > 0,

    W′(x) = (c/2) · (|c|/E) · (s T/|c|) = s c T/(2E) = T sin p/(4E),

using sin p = 2sc. The absolute value cancels between the two factors, so the sign of c enters only through the prefactor c/2, and both signs of c are covered at once.

```lean
/-- For `cos (p/2) ≠ 0` the derivative of `windowCurrent p` at `x` is the current of channel `x`. -/
theorem hasDerivAt_windowCurrent {p : ℝ} (hc : cos (p / 2) ≠ 0) (x : ℝ) :
    HasDerivAt (windowCurrent p) (channelCurrent (transmission x) p) x := by
  obtain ⟨hT, hT0, hT1⟩ := transmission_facts x
  have hk : 0 < |cos (p / 2)| := abs_pos.2 hc
  have hE : 0 < andreevEnergy (transmission x) p := hk.trans_le (energy_bounds hT0.le hT1 p).1
  have h : 0 ≤ 1 - transmission x * sin (p / 2) ^ 2 := by
    nlinarith [sin_sq_le_one (p / 2), mul_nonneg (sub_nonneg.2 hT1) (sq_nonneg (sin (p / 2)))]
  -- in the variable `tanh x` the level is `E² = c² + (s tanh x)²`
  have hE2 : andreevEnergy (transmission x) p ^ 2
      = cos (p / 2) ^ 2 + (sin (p / 2) * tanh x) ^ 2 := by
    rw [andreevEnergy, sq_sqrt h, hT]
    linear_combination (-1) * sin_sq_add_cos_sq (p / 2)
  have hq : 1 + (sin (p / 2) * tanh x / |cos (p / 2)|) ^ 2
      = (andreevEnergy (transmission x) p / |cos (p / 2)|) ^ 2 := by
    rw [div_pow, div_pow, sq_abs, hE2, add_div, div_self (pow_ne_zero 2 hc)]
  have hsin : sin p = 2 * sin (p / 2) * cos (p / 2) := by
    rw [← sin_two_mul]; congr 1; ring
  have h1 := ((hasDerivAt_tanh_transmission x).const_mul (sin (p / 2))).div_const |cos (p / 2)|
  have h2 : HasDerivAt (windowCurrent p) (cos (p / 2) / 2 *
      ((√(1 + (sin (p / 2) * tanh x / |cos (p / 2)|) ^ 2))⁻¹ *
        (sin (p / 2) * transmission x / |cos (p / 2)|))) x :=
    h1.arsinh.const_mul (cos (p / 2) / 2)
  refine h2.congr_deriv ?_
  rw [hq, sqrt_sq (div_pos hE hk).le, channelCurrent, hsin]
  have hk' := hk.ne'
  have hE' := hE.ne'
  field_simp
  ring
```

Because E ≥ |c| > 0 everywhere, x ↦ j(T(x), p) is continuous on the whole real line. With W(0) = 0,

    ∫₀^L j(T(x), p) dx = (c/2) arsinh(s tanh L / |c|)

for every real L. For L > 0 this is the current when the channel parameter is cut off at L. A sharp cutoff is an idealisation: in a wire with finitely many channels the distribution of x has a smooth upper edge of the order of the ratio of length to mean free path, and the uniform density describes the wire when that ratio is large.

```lean
/-- For `cos (p/2) ≠ 0` the channel current is continuous in `x`, and its integral from `0`
to `L` is `(c / 2) arsinh (s tanh L / |c|)`. -/
theorem window_integral {p : ℝ} (hc : cos (p / 2) ≠ 0) :
    (Continuous fun x => channelCurrent (transmission x) p) ∧
      ∀ L, ∫ x in (0 : ℝ)..L, channelCurrent (transmission x) p = windowCurrent p L := by
  have hpos : ∀ x, 0 < andreevEnergy (transmission x) p := fun x => (abs_pos.2 hc).trans_le
    (energy_bounds (transmission_facts x).2.1.le (transmission_facts x).2.2 p).1
  have hT : Continuous transmission := by
    unfold transmission
    exact continuous_const.div (continuous_cosh.pow 2) fun x => pow_ne_zero 2 (cosh_pos x).ne'
  have hE : Continuous fun x => andreevEnergy (transmission x) p := by
    unfold andreevEnergy
    exact (continuous_const.sub (hT.mul continuous_const)).sqrt
  have hJ : Continuous fun x => channelCurrent (transmission x) p := by
    unfold channelCurrent
    exact (hT.mul continuous_const).div (continuous_const.mul hE)
      fun x => (mul_pos four_pos (hpos x)).ne'
  refine ⟨hJ, fun L => ?_⟩
  have h0 : windowCurrent p 0 = 0 := by simp [windowCurrent]
  have h := intervalIntegral.integral_eq_sub_of_hasDerivAt
    (fun x _ => hasDerivAt_windowCurrent hc x) (hJ.intervalIntegrable 0 L)
  rw [h0, sub_zero] at h
  exact h
```

## The limit of the antiderivative

As L → ∞ the argument of arsinh tends to s/|c|. Mathlib defines arsinh y = log(y + √(1 + y²)). Here 1 + s²/c² = 1/c² (`h2`), so arsinh(s/|c|) = log((1 + s)/|c|). From c² = (1 − s)(1 + s),

    (1 + s)/(1 − s) = (1 + s)²/c² = ((1 + s)/|c|)²,

which is `h1`, and half the logarithm of this square is the same quantity. Thus arsinh(s/|c|) = artanh s.

```lean
/-- For `cos (p/2) ≠ 0`, `arsinh (sin (p/2) / |cos (p/2)|) = artanh (sin (p/2))`. -/
theorem arsinh_eq_atanh {p : ℝ} (hc : cos (p / 2) ≠ 0) :
    arsinh (sin (p / 2) / |cos (p / 2)|) = atanh (sin (p / 2)) := by
  have hcs : cos (p / 2) ^ 2 = (1 - sin (p / 2)) * (1 + sin (p / 2)) := by
    linear_combination sin_sq_add_cos_sq (p / 2)
  have hne : (1 - sin (p / 2)) * (1 + sin (p / 2)) ≠ 0 := by
    rw [← hcs]; exact pow_ne_zero 2 hc
  have h1 : (1 + sin (p / 2)) / (1 - sin (p / 2))
      = (sin (p / 2) / |cos (p / 2)| + 1 / |cos (p / 2)|) ^ 2 := by
    rw [← add_div, div_pow, sq_abs, hcs, div_eq_div_iff (left_ne_zero_of_mul hne) hne]
    ring
  have h2 : 1 + (sin (p / 2) / |cos (p / 2)|) ^ 2 = (1 / |cos (p / 2)|) ^ 2 := by
    rw [div_pow, div_pow, sq_abs, eq_div_iff (pow_ne_zero 2 hc), add_mul,
      div_mul_cancel₀ _ (pow_ne_zero 2 hc)]
    linear_combination sin_sq_add_cos_sq (p / 2)
  have h3 : 0 ≤ 1 / |cos (p / 2)| := by positivity
  rw [arsinh, atanh, h1, h2, sqrt_sq h3, log_pow]
  push_cast
  ring
```

## The current–phase relation

The theorem `kulik_omelyanchuk` has the single hypothesis `hc : cos (p / 2) ≠ 0`, which excludes the odd multiples of π, the phases at which the open channel has a level at zero energy. The interval 0 < p < π is included. Three things are concluded: E(T(x), p) > 0 for every real x; the channel current is absolutely integrable over x > 0; and

    J(p) = ½ cos(p/2) artanh(sin(p/2)).

Positivity follows from E ≥ |c|. The same bound gives

    |j(T(x), p)| ≤ T(x) · |sin p| / (4|c|),

a constant multiple of an integrable function, and `Integrable.mono'` turns this domination, with measurability from continuity, into `hint`. Continuity of arsinh and tanh → 1 give `hlim`, the limit of W. Then `integral_Ioi_of_hasDerivAt_of_tendsto'` yields J = lim W − W(0) = (c/2) arsinh(s/|c|), and `arsinh_eq_atanh` finishes.

```lean
/-- Kulik-Omelyanchuk relation: for `cos (p/2) ≠ 0` every `andreevEnergy (transmission x) p` is
positive, the channel current is integrable over `x > 0`, and its integral is `(1/2) cos (p/2)
artanh (sin (p/2))`. -/
theorem kulik_omelyanchuk {p : ℝ} (hc : cos (p / 2) ≠ 0) :
    (∀ x, 0 < andreevEnergy (transmission x) p) ∧
      IntegrableOn (fun x => channelCurrent (transmission x) p) (Ioi 0) ∧
      diffusiveCurrent p = 1 / 2 * cos (p / 2) * atanh (sin (p / 2)) := by
  have hk : 0 < |cos (p / 2)| := abs_pos.2 hc
  have hb := fun x =>
    (energy_bounds (transmission_facts x).2.1.le (transmission_facts x).2.2 p).1
  have hpos : ∀ x, 0 < andreevEnergy (transmission x) p := fun x => hk.trans_le (hb x)
  -- domination by a multiple of the transmission
  have hint : IntegrableOn (fun x => channelCurrent (transmission x) p) (Ioi 0) := by
    refine Integrable.mono'
      (Integrable.mul_const transmission_average.1 (|sin p| / (4 * |cos (p / 2)|)))
      (window_integral hc).1.aestronglyMeasurable (Eventually.of_forall fun x => ?_)
    have hT := (transmission_facts x).2.1
    show ‖channelCurrent (transmission x) p‖ ≤ transmission x * (|sin p| / (4 * |cos (p / 2)|))
    rw [Real.norm_eq_abs, channelCurrent, abs_div, abs_mul, abs_of_pos hT,
      abs_of_pos (mul_pos four_pos (hpos x)), mul_div_assoc]
    exact mul_le_mul_of_nonneg_left (div_le_div_of_nonneg_left (abs_nonneg _)
      (mul_pos four_pos hk) (by linarith [hb x])) hT.le
  refine ⟨hpos, hint, ?_⟩
  -- limit of the antiderivative as `tanh x → 1`
  have hl := ((continuous_arsinh.tendsto _).comp
    ((tendsto_tanh_one.const_mul (sin (p / 2))).div_const |cos (p / 2)|)).const_mul
      (cos (p / 2) / 2)
  have hlim : Tendsto (windowCurrent p) atTop
      (𝓝 (cos (p / 2) / 2 * arsinh (sin (p / 2) * 1 / |cos (p / 2)|))) := hl
  have h0 : windowCurrent p 0 = 0 := by simp [windowCurrent]
  have h := integral_Ioi_of_hasDerivAt_of_tendsto'
    (fun x _ => hasDerivAt_windowCurrent hc x) hint hlim
  rw [h0, sub_zero, mul_one, arsinh_eq_atanh hc] at h
  rw [diffusiveCurrent, h]
  ring
```

The name belongs to the current–phase relation of a short dirty superconducting bridge. The theorem supplies the averaging step that leads to it: the level formula, the channel current and the distribution of transmissions are all inputs. Finite temperature, unequal gaps, long junctions and sample-to-sample fluctuations are not treated. For non-interacting electrons in a short diffusive many-channel junction with transparent contacts and equal gaps, without magnetic field and at zero temperature, the formula gives a reference curve for the disorder-averaged supercurrent computed numerically from scattering matrices.

## Two sinusoidal bounds for 0 < p < π

On this interval c > 0 and sin p ≥ 0, so c ≤ E ≤ 1 gives, channel by channel,

    T sin p / 4 ≤ j(T, p) ≤ T sin p / (4c).

Integration with ∫T = 1 (`hav`) and monotonicity of the integral (`setIntegral_mono_on`), together with sin p/(4c) = s/2 (`he`), give

    sin p / 4 ≤ J(p) ≤ sin(p/2) / 2.

The lower bound is the current per unit transmission of a tunnel junction (T → 0, E → 1), and the upper bound is the current of one fully open channel.

```lean
/-- For `0 < p < π` the diffusive current lies between `sin p / 4` and `sin (p/2) / 2`. -/
theorem diffusiveCurrent_bounds {p : ℝ} (h0 : 0 < p) (h1 : p < π) :
    sin p / 4 ≤ diffusiveCurrent p ∧ diffusiveCurrent p ≤ sin (p / 2) / 2 := by
  have hc : 0 < cos (p / 2) := cos_pos_of_mem_Ioo ⟨by linarith, by linarith⟩
  have hs : 0 ≤ sin p := (sin_pos_of_pos_of_lt_pi h0 h1).le
  obtain ⟨hpos, hint, -⟩ := kulik_omelyanchuk hc.ne'
  have hb := fun x => energy_bounds (transmission_facts x).2.1.le (transmission_facts x).2.2 p
  have hav : ∀ a : ℝ, ∫ x in Ioi (0 : ℝ), transmission x * a = a := fun a => by
    rw [integral_mul_const, transmission_average.2, one_mul]
  have hi := fun a : ℝ => Integrable.mul_const transmission_average.1 a
  have hsin : sin p = 2 * sin (p / 2) * cos (p / 2) := by
    rw [← sin_two_mul]; congr 1; ring
  have he : sin (p / 2) / 2 = sin p / (4 * cos (p / 2)) := by
    rw [div_eq_div_iff two_ne_zero (mul_pos four_pos hc).ne', hsin]; ring
  constructor
  · rw [← hav (sin p / 4)]
    refine setIntegral_mono_on (hi _) hint measurableSet_Ioi fun x _ => ?_
    show transmission x * (sin p / 4) ≤ channelCurrent (transmission x) p
    rw [channelCurrent, mul_div_assoc]
    exact mul_le_mul_of_nonneg_left (div_le_div_of_nonneg_left hs
      (mul_pos four_pos (hpos x)) (by linarith [(hb x).2])) (transmission_facts x).2.1.le
  · rw [he, ← hav (sin p / (4 * cos (p / 2)))]
    refine setIntegral_mono_on hint (hi _) measurableSet_Ioi fun x _ => ?_
    show channelCurrent (transmission x) p ≤ transmission x * (sin p / (4 * cos (p / 2)))
    rw [channelCurrent, mul_div_assoc]
    exact mul_le_mul_of_nonneg_left (div_le_div_of_nonneg_left hs (mul_pos four_pos hc)
      (by linarith [(hb x).1, le_abs_self (cos (p / 2))])) (transmission_facts x).2.1.le

end

end DiffusiveJosephson
```

```lean
#print axioms DiffusiveJosephson.kulik_omelyanchuk
#print axioms DiffusiveJosephson.diffusiveCurrent_bounds
```

```
'DiffusiveJosephson.kulik_omelyanchuk' depends on axioms: [propext, Classical.choice, Quot.sound]
'DiffusiveJosephson.diffusiveCurrent_bounds' depends on axioms: [propext, Classical.choice, Quot.sound]
```

## The phase p = π/2

The values here and below are ordinary arithmetic done beside the file. At p = π/2, s = c = 1/√2, and artanh(1/√2) = arsinh 1 = log(1 + √2) ≈ 0.8814. Then

    J(π/2) ≈ 0.3536 × 0.8814 ≈ 0.3116,

between the bounds 0.25 and 0.3536. For a cutoff with tanh L = 3/4, that is L = ½ log 7 ≈ 0.973, one has arsinh(3/4) = log(3/4 + 5/4) = log 2 and W(L) ≈ 0.3536 × 0.6931 ≈ 0.2451. These channels hold 75 % of the total transmission and carry about 79 % of the current.

## The phases p = π and p = 3π/2

At p = π one has c = 0, s = 1 and E(T(x), π) = |tanh x|, which vanishes at x = 0, so the first conclusion of `kulik_omelyanchuk` is false without `hc`. The equation for J survives there only trivially: the integrand vanishes with sin π, and the right-hand side is zero times `atanh 1`, whose quotient 2/0 Lean sets to zero while the true artanh diverges. The divergence is only logarithmic in c, so c artanh s tends to zero as p → π and the value zero agrees with the limit of the formula.

At p = 3π/2 the main theorem applies, with s = 1/√2 and c = −1/√2, and gives J ≈ −0.3116. This lies below sin p/4 = −0.25, so the lower bound of `diffusiveCurrent_bounds` fails once `h1 : p < π` is removed.
